# A CIS state pairing two occupied with two virtual spin orbitals at equal weight has one-particle density matrix half the identity

The theorem `cisDensity_two_pairs` concerns a configuration-interaction-singles (CIS) state with two occupied and two virtual orbitals, whose amplitude matrix is X = c·1 with |c|² = 1/2. It states that the amplitudes are normalised, tr(X Xᴴ) = 1, and that the block-diagonal matrix with blocks 1 − Xᴴ X and X Xᴴ, which models the state's one-particle density matrix, is half the identity. Every orbital in this model thus has occupation 1/2. The proof first shows that X Xᴴ and Xᴴ X are both half the identity, which gives the trace. For the density matrix it then writes the identity in block form, moves the factor 1/2 into the blocks and simplifies the zero blocks.

The first attempt, which Lean rejects:

```lean
import Mathlib

open Matrix
open scoped ComplexOrder

namespace CISStateDensity

variable {o v : Type*} [Fintype o] [Fintype v]

/-- The block-diagonal matrix with `1 - Xᴴ X` on occupied and `X Xᴴ` on virtual orbitals. For
normalised amplitudes `X a i` (virtual `a`, occupied `i`) it models the one-particle density matrix
of the CIS state. -/
def cisDensity [DecidableEq o] (X : Matrix v o ℂ) : Matrix (o ⊕ v) (o ⊕ v) ℂ :=
  fromBlocks (1 - Xᴴ * X) 0 0 (X * Xᴴ)

/-- A complex number times its conjugate is its squared modulus. -/
lemma mul_star_eq (z : ℂ) : z * star z = ((‖z‖ ^ 2 : ℝ) : ℂ) := by
  rw [← Complex.normSq_eq_norm_sq]
  exact Complex.mul_conj z

/-- For two occupied and two virtual orbitals, the amplitude matrix `c • 1` with `‖c‖ ^ 2 = 1 / 2`
is normalised, and its density matrix is half the identity. -/
theorem cisDensity_two_pairs (c : ℂ) (hc : ‖c‖ ^ 2 = 1 / 2) :
    ((c • (1 : Matrix (Fin 2) (Fin 2) ℂ)) * (c • (1 : Matrix (Fin 2) (Fin 2) ℂ))ᴴ).trace = 1 ∧
      cisDensity (c • (1 : Matrix (Fin 2) (Fin 2) ℂ)) = (1 / 2 : ℂ) • 1 := by
  have hs : c * star c = 1 / 2 := by
    rw [mul_star_eq, hc]
    norm_num
  have h1 : (c • (1 : Matrix (Fin 2) (Fin 2) ℂ)) * (c • (1 : Matrix (Fin 2) (Fin 2) ℂ))ᴴ
      = (1 / 2 : ℂ) • 1 := by
    rw [conjTranspose_smul, conjTranspose_one, smul_mul_smul_comm, one_mul, hs]
  have h2 : (c • (1 : Matrix (Fin 2) (Fin 2) ℂ))ᴴ * (c • (1 : Matrix (Fin 2) (Fin 2) ℂ))
      = (1 / 2 : ℂ) • 1 := by
    rw [conjTranspose_smul, conjTranspose_one, smul_mul_smul_comm, one_mul, mul_comm, hs]
  have h3 : (1 : Matrix (Fin 2) (Fin 2) ℂ) - (1 / 2 : ℂ) • 1 = (1 / 2 : ℂ) • 1 := by
    module
  constructor
  · rw [h1, trace_smul, trace_one]
    norm_num
  · rw [cisDensity, h1, h2, h3, ← fromBlocks_one, fromBlocks_smul, smul_zero, smul_zero]

end CISStateDensity
```

Lean reports:

```
Main.lean:40:78: error: Tactic `rewrite` failed: Did not find an occurrence of the pattern
  ?a • 0
in the target expression
  fromBlocks ((1 / 2) • 1) 0 0 ((1 / 2) • 1) = fromBlocks ((1 / 2) • 1) 0 0 ((1 / 2) • 1)

case right
c : ℂ
hc : ‖c‖ ^ 2 = 1 / 2
hs : c * star c = 1 / 2
h1 : c • 1 * (c • 1)ᴴ = (1 / 2) • 1
h2 : (c • 1)ᴴ * c • 1 = (1 / 2) • 1
h3 : 1 - (1 / 2) • 1 = (1 / 2) • 1
⊢ fromBlocks ((1 / 2) • 1) 0 0 ((1 / 2) • 1) = fromBlocks ((1 / 2) • 1) 0 0 ((1 / 2) • 1)
```

Cause. The error is at the second `smul_zero` in the last `rw`. Lean finds no term of the form `?a • 0` left to rewrite, and the goal it prints already has the same block matrix on both sides.

After `fromBlocks_smul`, the right-hand side has two off-diagonal blocks, each `(1 / 2) • 0`. One `smul_zero` for each seems natural, but `rw` fixes the pattern's variables at the first match and then replaces every instance of the resulting term. Here there are as many occupied as virtual orbitals, both indexed by `Fin 2`, so the two zero blocks have the same type and the two terms are identical. The first `smul_zero` therefore rewrites both, and the second has nothing to do.

The repair deletes the second `smul_zero`. The `rw` then ends at the goal shown in the message, which it closes by reflexivity, the check it makes once all its rewrites have succeeded.

Fix (accepted with no message):

```diff
@@ -38,5 +38,5 @@
   · rw [h1, trace_smul, trace_one]
     norm_num
-  · rw [cisDensity, h1, h2, h3, ← fromBlocks_one, fromBlocks_smul, smul_zero, smul_zero]
+  · rw [cisDensity, h1, h2, h3, ← fromBlocks_one, fromBlocks_smul, smul_zero]
 
 end CISStateDensity
```
